# For a finite real matrix, the local energy of a trial vector without zeros has zero variance exactly when the vector is an eigenvector

Let $x$ run over a finite set of configurations, let $H$ be a real matrix on that set, and let $v$ be a real trial vector. Write $\langle a,b\rangle=\sum_x a(x)b(x)$ and $\|a\|^2=\langle a,a\rangle$. The trial vector is normalised, $\|v\|^2=1$, so the weights $v(x)^2$ form a probability distribution. The local energy, its mean and its variance are

$$e(x)=\frac{(Hv)(x)}{v(x)},\qquad \bar E=\sum_x v(x)^2e(x),\qquad \sigma^2=\sum_x v(x)^2\,(e(x)-\bar E)^2 .$$

Here $\sigma^2$ is the variance of the distribution itself, not an estimate from a finite sample. For a real number $E$ and a vector $w$, the residual is $r_E(w)=Hw-Ew$. $H$ need not be symmetric unless this is stated.

## Mean, variance and a bound from any eigenpair

If $v$ has no zero entry, then

$$\bar E=\langle v,Hv\rangle,\qquad \sigma^2=\|Hv\|^2-\langle v,Hv\rangle^2,$$

and $\sigma^2=0$ exactly when $Hv=Ev$ for some real $E$. Moreover, whenever $Hu=Eu$,

$$\sigma^2\le\|(H-E)(v-u)\|^2 .$$

The vector $u$ need not be normalised. It may even be zero, in which case the bound reads $\sigma^2\le\|(H-E)v\|^2$ for every real $E$.

If $H$ is symmetric, the energy error is a quadratic form in the vector error:

$$\bar E-E=\langle v-u,(H-E)(v-u)\rangle .$$

This last identity allows $v$ to have zeros, with $\bar E$ read as $\langle v,Hv\rangle$.

## Where variational Monte Carlo uses the identity

A variational Monte Carlo code draws configurations with probability $v(x)^2$ and averages $e(x)$. For a real Hamiltonian on a finite configuration space and a trial vector without zeros, the variance of the local energy is the squared norm of the residual $(H-\bar E)v$, which is zero only for an eigenvector. A small variance need not mean that the trial vector is close to an eigenvector. For symmetric $H$, take $v=(u_1+u_2)/\sqrt2$, where $u_1$ and $u_2$ are orthonormal eigenvectors with distinct energies $E_1$ and $E_2$, and suppose that $v$ has no zeros. Its variance is $(E_1-E_2)^2/4$, which is small when the two energies are close, yet its overlap with any unit eigenvector is at most $1/\sqrt2$. With $N$ independent samples the standard error of the energy is $\sigma/\sqrt N$, so a better trial vector can reduce the statistical noise as well as the bias.

On a lattice small enough to enumerate, $\|Hv\|^2-\langle v,Hv\rangle^2$ gives a direct check on the local-energy routine. Two cautions apply when the variance is read as a diagnostic. Zero variance identifies an eigenvector, not necessarily the ground state. And a configuration with $v(x)=0$ is never sampled, so whatever $Hv$ does there is invisible to the estimator.

## From the local energy to the residual

In the mean, one factor of the weight cancels the denominator:

$$\bar E=\sum_x v(x)^2\frac{(Hv)(x)}{v(x)}=\sum_x v(x)(Hv)(x)=\langle v,Hv\rangle .$$

In the variance, the weight can be taken inside the square, because $v(x)\ne0$ everywhere:

$$\sigma^2=\sum_x\bigl(v(x)e(x)-\bar E\,v(x)\bigr)^2=\sum_x\bigl((Hv)(x)-\bar E\,v(x)\bigr)^2=\|r_{\bar E}(v)\|^2 .$$

For any reference energy $E$, expanding the square and using $\|v\|^2=1$ gives

$$\|r_E(v)\|^2=\|Hv\|^2-2E\bar E+E^2 .$$

Setting $E=\bar E$ gives $\sigma^2=\|Hv\|^2-\bar E^2$. Substituting this back,

$$\|r_E(v)\|^2=\sigma^2+(\bar E-E)^2 .$$

Now let $Hu=Eu$. Then $r_E(u)=0$, and by linearity $r_E(v-u)=r_E(v)$. Therefore

$$\|(H-E)(v-u)\|^2=\sigma^2+(\bar E-E)^2\ge\sigma^2 .$$

The slack in the bound is exactly the squared energy error.

If $\sigma^2=0$, the sum of squares $\|r_{\bar E}(v)\|^2$ vanishes, so every entry of the residual is zero and $Hv=\bar Ev$. Conversely, if $Hv=Ev$, take $u=v$: the left side above is zero, so both non-negative terms on the right are zero.

For symmetric $H$, $\langle u,Hv\rangle=\langle Hu,v\rangle=E\langle u,v\rangle$. Hence

$$\langle v-u,r_E(v-u)\rangle=\langle v-u,Hv-Ev\rangle=\bar E-E-\langle u,Hv\rangle+E\langle u,v\rangle=\bar E-E .$$

A two-state example shows what a zero entry does. Take $H=\begin{pmatrix}0&1\\1&0\end{pmatrix}$ and $v=(1,0)$, so that $Hv=(0,1)$. Only the first configuration has weight, and its local energy is $0$. The sampled variance is therefore $0$, yet $v$ is not an eigenvector, and $\|Hv\|^2-\langle v,Hv\rangle^2=1$.

## The Lean file

```lean
import Mathlib

open Matrix

namespace ZeroVariancePrinciple

noncomputable section

variable {n : Type*} [Fintype n]

/-- The squared Euclidean norm of a real vector. -/
def sqNorm (w : n → ℝ) : ℝ := ∑ x, w x ^ 2

/-- The quadratic form `⟨v, Hv⟩`, which is the energy expectation when `v` is a unit vector. -/
def energy (H : Matrix n n ℝ) (v : n → ℝ) : ℝ := v ⬝ᵥ (H *ᵥ v)

/-- The local energy `(Hv)(x) / v(x)`, meaningful at configurations with `v x ≠ 0`. -/
def localEnergy (H : Matrix n n ℝ) (v : n → ℝ) (x : n) : ℝ := (H *ᵥ v) x / v x

/-- The sum of `v(x)² f(x)` over configurations, which is the average of `f` under the weights
`v(x)²` when `v` is a unit vector. -/
def sampleMean (v f : n → ℝ) : ℝ := ∑ x, v x ^ 2 * f x

/-- The sum of `v(x)²` times the squared deviation of the local energy from its `sampleMean`; when
`v` is a unit vector this is the variance of the local energy. -/
def localVariance (H : Matrix n n ℝ) (v : n → ℝ) : ℝ :=
  sampleMean v fun x => (localEnergy H v x - sampleMean v (localEnergy H v)) ^ 2

/-- The residual `(H - E) w` of a vector `w` at energy `E`. -/
def residual (H : Matrix n n ℝ) (E : ℝ) (w : n → ℝ) : n → ℝ := H *ᵥ w - E • w

/-- The sum of the local energy with weights `v(x)²` equals `⟨v, Hv⟩`; configurations where `v`
vanishes have zero weight. -/
theorem mean_localEnergy (H : Matrix n n ℝ) (v : n → ℝ) :
    sampleMean v (localEnergy H v) = energy H v := by
  unfold sampleMean energy dotProduct
  refine Finset.sum_congr rfl fun x _ => ?_
  by_cases hx : v x = 0
  · simp [hx]
  · have h : localEnergy H v x * v x = (H *ᵥ v) x := div_mul_cancel₀ _ hx
    rw [← h]
    ring

/-- For a vector `v` without zeros, `localVariance H v` is the squared norm of the residual of `v`
at the energy `⟨v, Hv⟩`. -/
theorem variance_eq_residual (H : Matrix n n ℝ) (v : n → ℝ) (hv : ∀ x, v x ≠ 0) :
    localVariance H v = sqNorm (residual H (energy H v) v) := by
  unfold localVariance
  rw [mean_localEnergy]
  unfold sampleMean sqNorm
  refine Finset.sum_congr rfl fun x _ => ?_
  have h : localEnergy H v x * v x = (H *ᵥ v) x := div_mul_cancel₀ _ (hv x)
  simp only [residual, Pi.sub_apply, Pi.smul_apply, smul_eq_mul]
  rw [← h]
  ring

/-- The squared residual norm of a unit vector is a quadratic polynomial in the
reference energy `E`. -/
theorem sqNorm_residual (H : Matrix n n ℝ) (v : n → ℝ) (hn : sqNorm v = 1) (E : ℝ) :
    sqNorm (residual H E v) = sqNorm (H *ᵥ v) - 2 * E * energy H v + E ^ 2 := by
  have h : ∑ x, ((H *ᵥ v) x - E * v x) ^ 2 =
      ∑ x, (H *ᵥ v) x ^ 2 - 2 * E * ∑ x, v x * (H *ᵥ v) x + E ^ 2 * ∑ x, v x ^ 2 := by
    rw [Finset.mul_sum, Finset.mul_sum, ← Finset.sum_sub_distrib, ← Finset.sum_add_distrib]
    exact Finset.sum_congr rfl fun x _ => by ring
  have hn' : ∑ x, v x ^ 2 = 1 := hn
  rw [hn', mul_one] at h
  exact h

/-- A vector `u` with `Hu = Eu` can be subtracted from `v` without changing the residual
at energy `E`. -/
theorem residual_sub_eigenvector (H : Matrix n n ℝ) (v u : n → ℝ) (E : ℝ)
    (hu : H *ᵥ u = E • u) : residual H E (v - u) = residual H E v := by
  unfold residual
  rw [Matrix.mulVec_sub, hu, smul_sub]
  abel

/-- For a unit vector `v` without zeros, the squared norm of `(H - E)(v - u)` is the variance of the
local energy plus the square of `⟨v, Hv⟩ - E`, whenever `Hu = Eu`. -/
theorem residual_error_split (H : Matrix n n ℝ) (v u : n → ℝ) (E : ℝ)
    (hn : sqNorm v = 1) (hv : ∀ x, v x ≠ 0) (hu : H *ᵥ u = E • u) :
    sqNorm (residual H E (v - u)) = localVariance H v + (energy H v - E) ^ 2 := by
  rw [residual_sub_eigenvector H v u E hu, variance_eq_residual H v hv,
    sqNorm_residual H v hn, sqNorm_residual H v hn]
  ring

/-- Zero-variance principle: the local energy of a unit vector without zeros has mean `⟨v, Hv⟩`
and variance `‖Hv‖² - ⟨v, Hv⟩²`, which vanishes exactly when `v` is an eigenvector and is at most
`‖(H - E)(v - u)‖²` whenever `Hu = Eu`. -/
theorem zero_variance_principle (H : Matrix n n ℝ) (v : n → ℝ)
    (hn : sqNorm v = 1) (hv : ∀ x, v x ≠ 0) :
    sampleMean v (localEnergy H v) = energy H v ∧
    localVariance H v = sqNorm (H *ᵥ v) - energy H v ^ 2 ∧
    (localVariance H v = 0 ↔ ∃ E : ℝ, H *ᵥ v = E • v) ∧
    ∀ (E : ℝ) (u : n → ℝ), H *ᵥ u = E • u →
      localVariance H v ≤ sqNorm (residual H E (v - u)) := by
  refine ⟨mean_localEnergy H v, ?_, ⟨fun h => ?_, ?_⟩, fun E u hu => ?_⟩
  · rw [variance_eq_residual H v hv, sqNorm_residual H v hn]
    ring
  · -- a vanishing sum of squares forces every entry of the residual to vanish
    rw [variance_eq_residual H v hv] at h
    unfold sqNorm at h
    rw [Finset.sum_eq_zero_iff_of_nonneg (fun x _ => sq_nonneg _)] at h
    refine ⟨energy H v, sub_eq_zero.mp ?_⟩
    funext x
    exact pow_eq_zero_iff (two_ne_zero) |>.mp (h x (Finset.mem_univ x))
  · rintro ⟨E, hE⟩
    -- compare `v` with itself as the exact eigenvector
    have h := residual_error_split H v v E hn hv hE
    have h0 : sqNorm (residual H E (v - v)) = 0 := by
      simp [sqNorm, residual]
    have hpos : 0 ≤ localVariance H v :=
      Finset.sum_nonneg fun x _ => mul_nonneg (sq_nonneg _) (sq_nonneg _)
    linarith [sq_nonneg (energy H v - E)]
  · rw [residual_error_split H v u E hn hv hu]
    linarith [sq_nonneg (energy H v - E)]

/-- For symmetric `H` and a unit trial vector `v`, the energy error relative to `E` is the
quadratic form of `H - E` in the vector error `v - u`, whenever `Hu = Eu`. -/
theorem energy_error_quadratic (H : Matrix n n ℝ) (hH : H.IsSymm) (v u : n → ℝ) (E : ℝ)
    (hn : sqNorm v = 1) (hu : H *ᵥ u = E • u) :
    energy H v - E = (v - u) ⬝ᵥ residual H E (v - u) := by
  have hvv : v ⬝ᵥ v = 1 := by
    rw [← hn]
    exact Finset.sum_congr rfl fun x _ => (sq (v x)).symm
  -- symmetry moves `H` onto the eigenvector
  have huv : u ⬝ᵥ (H *ᵥ v) = E * (u ⬝ᵥ v) := by
    rw [Matrix.dotProduct_mulVec, ← Matrix.mulVec_transpose, hH.eq, hu, smul_dotProduct,
      smul_eq_mul]
  rw [residual_sub_eigenvector H v u E hu]
  simp only [residual, energy, sub_dotProduct, dotProduct_sub, dotProduct_smul, smul_eq_mul]
  rw [huv, hvv]
  ring

/-- With a zero entry in the trial vector the criterion can fail: for the two-state hopping matrix,
the unit vector `(1, 0)` has zero sampled variance but is not an eigenvector. -/
theorem node_counterexample :
    sqNorm ![(1 : ℝ), 0] = 1 ∧
    localVariance !![(0 : ℝ), 1; 1, 0] ![1, 0] = 0 ∧
    ¬ ∃ E : ℝ, !![(0 : ℝ), 1; 1, 0] *ᵥ ![1, 0] = E • ![(1 : ℝ), 0] := by
  refine ⟨?_, ?_, ?_⟩
  · simp [sqNorm, Fin.sum_univ_two]
  · simp [localVariance, sampleMean, localEnergy, Matrix.mulVec, dotProduct, Fin.sum_univ_two]
  · rintro ⟨E, h⟩
    have h1 := congrFun h 1
    simp [Matrix.mulVec, dotProduct, Fin.sum_univ_two] at h1

end

end ZeroVariancePrinciple
```

```lean
#print axioms ZeroVariancePrinciple.zero_variance_principle
-- 'ZeroVariancePrinciple.zero_variance_principle' depends on axioms: [propext, Classical.choice, Quot.sound]
#print axioms ZeroVariancePrinciple.energy_error_quadratic
-- 'ZeroVariancePrinciple.energy_error_quadratic' depends on axioms: [propext, Classical.choice, Quot.sound]
#print axioms ZeroVariancePrinciple.node_counterexample
-- 'ZeroVariancePrinciple.node_counterexample' depends on axioms: [propext, Classical.choice, Quot.sound]
```

## How the Lean statements map to the physics

The finite type `n` is the configuration space, and `H : Matrix n n ℝ` is the Hamiltonian. The product `H *ᵥ v` is $Hv$, and `⬝ᵥ` is the real inner product. `sqNorm` is the squared norm, `energy H v` is $\langle v,Hv\rangle$, `localEnergy` is $e(x)$, and `localVariance` is $\sigma^2$. `sampleMean` is an exact weighted sum over all configurations; no random draws appear.

In `zero_variance_principle`, `hn` says that $v$ is a unit vector and `hv` that it has no zero entry. The four parts of the conclusion are the mean, the variance formula, the eigenvector criterion and the bound. `energy_error_quadratic` replaces `hv` by the symmetry hypothesis `hH`, and `node_counterexample` is the two-state example. Lean sets division by zero to zero, but the weight $v(x)^2$ removes that value from every average.

## How the proof follows the algebra

`mean_localEnergy` compares the two sums term by term with `Finset.sum_congr`. It treats $v(x)=0$ separately and otherwise cancels the denominator with `div_mul_cancel₀`. `variance_eq_residual` makes the same cancellation inside the square. `sqNorm_residual` is the expansion in $E$, `residual_sub_eigenvector` is the subtraction of $u$, and `residual_error_split` combines these into variance plus squared energy error.

In the main theorem, `Finset.sum_eq_zero_iff_of_nonneg` turns a vanishing sum of squares into vanishing entries, which gives the eigenvector equation. The converse applies the split with $u=v$, and `linarith` finishes it from the non-negativity of both terms. The bound follows from the same split. In `energy_error_quadratic`, the auxiliary statement `huv` is the step that moves $H$ onto $u$.

## Limits of the model, and a version for unnormalised vectors

The theorems concern exact averages over a finite configuration space with real entries. Complex wavefunctions, continuous coordinates, autocorrelation in a Markov chain and the fluctuations of a variance estimated from finitely many samples are not treated. In particular, identical local energies in a short run show only that the visited configurations agree.

For nonzero $u$ the bound contains an exact eigenpair, which a production calculation usually lacks. In that form it describes how the variance behaves as $v$ approaches an eigenvector, and is not a computable error bar.

Many codes never normalise the trial vector. The definitions could accommodate this by using the weights $v(x)^2/\|v\|^2$ for any nonzero $v$. The hypothesis `hn` would then disappear, the mean would become the Rayleigh quotient $\langle v,Hv\rangle/\|v\|^2$, and the variance would become $\|Hv\|^2/\|v\|^2$ minus the square of that quotient. The right side of the bound would also be divided by $\|v\|^2$, while the eigenvector criterion would keep its form.
